# The initial rate of change of a diagonal density under an orbital transformation is its commutator with the generator

In a finite orbital basis, let N be the diagonal matrix of occupation numbers and K the generator of an orbital transformation, which carries N to exp(tK) N exp(−tK). The theorem `hasDerivAt_rotatedDensity` states that the derivative of this density at t = 0 is the commutator KN − NK. The occupations may be any real numbers and K any real square matrix; K need not be antisymmetric, so the transformation need not be orthogonal. The proof differentiates the two exponentials separately at t = 0, as `h1` and `h2`, and joins the results by the product rule.

An attempt in Lean 4 with a fault in it:

```lean
import Mathlib

open Matrix
open scoped Matrix.Norms.Operator

namespace HasDerivAtRotatedDensity

noncomputable section

variable {ι : Type*} [Fintype ι] [LinearOrder ι]

/-- The commutator `K N - N K` of a generator `K` with the diagonal density `N = diag(occ)`. -/
def densityVariation (occ : ι → ℝ) (K : Matrix ι ι ℝ) : Matrix ι ι ℝ :=
  K * diagonal occ - diagonal occ * K

/-- The density `exp(tK) N exp(-tK)` obtained from `N = diag(occ)` by the orbital
transformation with generator `K` and parameter `t`. -/
def rotatedDensity (occ : ι → ℝ) (K : Matrix ι ι ℝ) (t : ℝ) : Matrix ι ι ℝ :=
  NormedSpace.exp (t • K) * diagonal occ * NormedSpace.exp (-(t • K))

/-- The commutator `K N - N K` is the rate of change of the transformed density at `t = 0`. -/
theorem hasDerivAt_rotatedDensity (occ : ι → ℝ) (K : Matrix ι ι ℝ) :
    HasDerivAt (rotatedDensity occ K) (densityVariation occ K) 0 := by
  have h1 : HasDerivAt (fun t : ℝ => NormedSpace.exp (t • K)) K 0 := by
    simpa using hasDerivAt_exp_smul_const K (0 : ℝ)
  have h2 : HasDerivAt (fun t : ℝ => NormedSpace.exp (-(t • K))) (-K) 0 := by
    simpa using hasDerivAt_exp_smul_const (-K) (0 : ℝ)
  have h3 := (h1.mul_const (diagonal occ)).fun_mul h2
  exact h3.congr_deriv (by simp [densityVariation, sub_eq_add_neg])

end

end HasDerivAtRotatedDensity
```

The error:

```
Main.lean:25:4: error: Type mismatch: After simplification, term
  hasDerivAt_exp_smul_const K 0
 has type
  @HasDerivAt ℝ DenselyNormedField.toNontriviallyNormedField (Matrix ι ι ℝ) Matrix.linftyOpNormedRing.toAddCommGroup
    (NormedAlgebra.toNormedSpace (Matrix ι ι ℝ)).toModule PseudoMetricSpace.toUniformSpace.toTopologicalSpace ⋯
    (fun u => NormedSpace.exp (u • K)) K 0
but is expected to have type
  @HasDerivAt ℝ DenselyNormedField.toNontriviallyNormedField (Matrix ι ι ℝ) addCommGroup module
    instTopologicalSpaceMatrix ⋯ (fun t => NormedSpace.exp (t • K)) K 0
Main.lean:27:4: error: Type mismatch: After simplification, term
  hasDerivAt_exp_smul_const (-K) 0
 has type
  @HasDerivAt ℝ DenselyNormedField.toNontriviallyNormedField (Matrix ι ι ℝ) Matrix.linftyOpNormedRing.toAddCommGroup
    (NormedAlgebra.toNormedSpace (Matrix ι ι ℝ)).toModule PseudoMetricSpace.toUniformSpace.toTopologicalSpace ⋯
    (fun u => NormedSpace.exp (-(u • K))) (-K) 0
but is expected to have type
  @HasDerivAt ℝ DenselyNormedField.toNontriviallyNormedField (Matrix ι ι ℝ) addCommGroup module
    instTopologicalSpaceMatrix ⋯ (fun t => NormedSpace.exp (-(t • K))) (-K) 0
```

After these edits no error is left:

```diff
@@ -23,7 +23,11 @@
     HasDerivAt (rotatedDensity occ K) (densityVariation occ K) 0 := by
   have h1 : HasDerivAt (fun t : ℝ => NormedSpace.exp (t • K)) K 0 := by
-    simpa using hasDerivAt_exp_smul_const K (0 : ℝ)
+    have h := hasDerivAt_exp_smul_const K (0 : ℝ)
+    simp only [zero_smul, NormedSpace.exp_zero, one_mul] at h
+    exact h
   have h2 : HasDerivAt (fun t : ℝ => NormedSpace.exp (-(t • K))) (-K) 0 := by
-    simpa using hasDerivAt_exp_smul_const (-K) (0 : ℝ)
+    have h := hasDerivAt_exp_smul_const (-K) (0 : ℝ)
+    simp only [smul_neg, zero_smul, neg_zero, NormedSpace.exp_zero, one_mul] at h
+    exact h
   have h3 := (h1.mul_const (diagonal occ)).fun_mul h2
   exact h3.congr_deriv (by simp [densityVariation, sub_eq_add_neg])
```

Cause. Both errors have the same cause. After simplification, the fact supplied by `hasDerivAt_exp_smul_const` and the goal agree in function, derivative and point, but not in the instances that give the matrices their additive, module and topological structure. In the lemma's fact these come from the operator-norm structure, such as `Matrix.linftyOpNormedRing`; in the goal they are the direct matrix instances, such as `instTopologicalSpaceMatrix`. The two sets are equal by definition, but seeing this requires unfolding definitions that `simpa` does not unfold in its final comparison.

The repair separates the two steps. `simp only` evaluates the derivative at zero, using `zero_smul`, `NormedSpace.exp_zero` and `one_mul`; for `-K`, `smul_neg` and `neg_zero` also deal with the signs. Then `exact h` compares the result with the goal, unfolding more than `simpa` does, and accepts the instances as equal.
